# The bounded Numerov solution of $u''=\kappa^2u$ decays faster per step than $e^{-\kappa h}$ when $0<\kappa h<\sqrt{12}$

In one dimension the stationary wavefunction $u$ of a particle of mass $m_0$ and energy $E$ in a region of constant potential $V>E$ obeys $u''=\kappa^2u$ with $\kappa^2=2m_0(V-E)/\hbar^2$, and, if the region extends to infinite depth, its physical solution falls as $e^{-\kappa r}$ with the depth $r$. On a grid of step $h$ the exact amplitude shrinks by $e^{-\kappa h}$ per step. Numerov's recurrence has its own factor per step, and for $0<\kappa h<\sqrt{12}$ that factor is strictly smaller. For a one-dimensional flat barrier on a half-infinite grid in exact arithmetic, the bounded Numerov tail therefore lies, in magnitude, below the exact one that has the same $\kappa$ (the same energy) and starts from the same value. A shift of the energy itself, as in a computed bound-state eigenvalue, is not part of this comparison.

```lean
import Mathlib

open Real Filter

namespace NumerovForbiddenRegion

noncomputable section
```

## The recurrence

For $u''=fu$, write $u_j$ and $f_j$ for the values at grid point $j$. Taylor expansion about point $j+1$ gives
$$u_{j+2}-2u_{j+1}+u_j=h^2u''_{j+1}+\tfrac{h^4}{12}u''''_{j+1}+O(h^6).$$
Replacing $h^2u''''_{j+1}$ by the second difference of $fu$ and dropping the remainder yields
$$\Big(1-\tfrac{h^2f_{j+2}}{12}\Big)u_{j+2}+\Big(1-\tfrac{h^2f_j}{12}\Big)u_j=2\Big(1+\tfrac{5h^2f_{j+1}}{12}\Big)u_{j+1}.$$
`IsNumerov h f u` takes this equation, for every natural number $j$, as a definition; the expansion only motivates it. Both `f` and `u` are real sequences `ℕ → ℝ`, so the grid starts at $j=0$ and never ends.

```lean
/-- The Numerov recurrence for `u'' = f u` on a uniform grid of step `h`. -/
def IsNumerov (h : ℝ) (f u : ℕ → ℝ) : Prop :=
  ∀ j, (1 - h ^ 2 * f (j + 2) / 12) * u (j + 2) + (1 - h ^ 2 * f j / 12) * u j
    = 2 * (1 + 5 * (h ^ 2 * f (j + 1) / 12)) * u (j + 1)
```

For $f=\kappa^2$ put $x=\kappa h$ and $t=x^2/12$. Dividing by $1-t$ gives $u_{j+2}+u_j=2c\,u_{j+1}$ with $c=(1+5t)/(1-t)$. The sampled exact solutions $e^{\pm jx}$ obey the same relation with $\cosh x$ in place of $c$, so these are the two numbers to compare.

```lean
/-- The Numerov value `(1 + 5t)/(1 - t)` with `t = x²/12`. -/
def numerovValue (x : ℝ) : ℝ := (1 + 5 * (x ^ 2 / 12)) / (1 - x ^ 2 / 12)
```

The trial solution $u_j=z^j$ requires $z^2-2cz+1=0$. The smaller root is $\lambda=c-\sqrt{c^2-1}$.

```lean
/-- The decay factor `c - √(c² - 1)` with `c` the Numerov value. -/
def decayFactor (x : ℝ) : ℝ := numerovValue x - √(numerovValue x ^ 2 - 1)
```

The larger root is $\mu=c+\sqrt{c^2-1}$. The names decay factor and growth factor fit the range $0<x^2<12$, where $c>1$. For $x^2>12$ both roots are negative and the roles are exchanged, $|\lambda|>1>|\mu|$.

```lean
/-- The growth factor `c + √(c² - 1)` with `c` the Numerov value. -/
def growthFactor (x : ℝ) : ℝ := numerovValue x + √(numerovValue x ^ 2 - 1)
```

## Comparing $c$ with $\cosh x$

For $0\le t<1$,
$$c=\frac{6}{1-t}-5=1+\sum_{m\ge1}\frac{6\,x^{2m}}{12^m},\qquad \cosh x=1+\sum_{m\ge1}\frac{x^{2m}}{(2m)!}.$$
Term by term the first series dominates if $12^m\le6\,(2m)!$ for $m\ge1$. At $m=1$ both sides are $12$. Going from $m$ to $m+1$ multiplies the left side by $12$ and the right by $(2m+2)(2m+1)\ge12$. In `twelve_pow_le`, $m$ is `n + 1` and `hk` is this last inequality.

```lean
/-- The coefficient bound `12^m ≤ 6 (2m)!` for `m ≥ 1`. -/
theorem twelve_pow_le (n : ℕ) :
    (12 : ℝ) ^ (n + 1) ≤ 6 * ((2 * (n + 1)).factorial : ℝ) := by
  induction n with
  | zero => norm_num [Nat.factorial]
  | succ n ih =>
    have e : 2 * (n + 1 + 1) = 2 * (n + 1) + 1 + 1 := by ring
    have hF : (0 : ℝ) ≤ ((2 * (n + 1)).factorial : ℝ) := Nat.cast_nonneg _
    have hn : (0 : ℝ) ≤ n := Nat.cast_nonneg _
    have hk : (12 : ℝ) ≤ (2 * (n + 1) + 1 + 1) * (2 * (n + 1) + 1) := by nlinarith
    rw [e, Nat.factorial_succ, Nat.factorial_succ, pow_succ]
    push_cast
    nlinarith [mul_le_mul_of_nonneg_right hk hF]
```

The coefficients agree for $m=1$ and $m=2$. At $m=3$ they differ by $\frac1{288}-\frac1{720}=\frac1{480}$, hence $\cosh x+x^6/480\le c$ for $x^2<12$. In the proof `hf` is the cosh series with $x^6/480$ added at index 3, and `hg` is $6\sum_nt^n$ with $5$ removed at index 0. `hterm` compares them in three cases (equality at 3, equality at 0, the coefficient bound elsewhere), `hasSum_le` passes to the sums, and the last lines identify $6/(1-t)-5$ with `numerovValue x`.

```lean
/-- For `x² < 12` the Numerov value exceeds `cosh x` by at least `x⁶/480`. -/
theorem cosh_add_le_numerovValue {x : ℝ} (hx : x ^ 2 < 12) :
    cosh x + x ^ 6 / 480 ≤ numerovValue x := by
  have ht0 : 0 ≤ x ^ 2 / 12 := by positivity
  have ht1 : x ^ 2 / 12 < 1 := by linarith
  have hne : 1 - x ^ 2 / 12 ≠ 0 := by linarith
  -- the cosh series, and the geometric series `6 ∑ tⁿ - 5`
  have hf := (Real.hasSum_cosh x).add (hasSum_ite_eq (3 : ℕ) (x ^ 6 / 480))
  have hg := ((hasSum_geometric_of_lt_one ht0 ht1).mul_left 6).sub
    (hasSum_ite_eq (0 : ℕ) (5 : ℝ))
  -- termwise comparison
  have hterm : ∀ n : ℕ, x ^ (2 * n) / ((2 * n).factorial : ℝ)
      + (if n = 3 then x ^ 6 / 480 else 0)
      ≤ 6 * (x ^ 2 / 12) ^ n - (if n = 0 then (5 : ℝ) else 0) := by
    intro n
    by_cases h3 : n = 3
    · subst h3
      have e : (((2 * 3 : ℕ).factorial : ℕ) : ℝ) = 720 := by norm_num [Nat.factorial]
      rw [e, if_pos rfl, if_neg (by norm_num : ¬ (3 : ℕ) = 0)]
      apply le_of_eq
      ring
    · cases n with
      | zero => norm_num
      | succ m =>
        have hF : (0 : ℝ) < ((2 * (m + 1)).factorial : ℝ) := by positivity
        have h12 : (0 : ℝ) < 12 ^ (m + 1) := by positivity
        have hP : (0 : ℝ) ≤ (x ^ 2) ^ (m + 1) := by positivity
        rw [if_neg h3, if_neg (by omega : ¬ m + 1 = 0), add_zero, sub_zero, pow_mul,
          div_pow, ← mul_div_assoc, div_le_div_iff₀ hF h12]
        nlinarith [mul_le_mul_of_nonneg_left (twelve_pow_le m) hP]
  refine le_trans (hasSum_le hterm hf hg) (le_of_eq ?_)
  unfold numerovValue
  rw [eq_div_iff hne, sub_mul, mul_assoc, inv_mul_cancel₀ hne]
  ring
```

If $x^2>0$ then $x^6=(x^2)^3>0$, and the inequality $\cosh x<c$ is strict.

```lean
/-- For `0 < x² < 12` the Numerov value is strictly larger than `cosh x`. -/
theorem cosh_lt_numerovValue {x : ℝ} (h0 : 0 < x ^ 2) (hx : x ^ 2 < 12) :
    cosh x < numerovValue x := by
  have h6 : 0 < x ^ 6 := by
    have : x ^ 6 = (x ^ 2) ^ 3 := by ring
    rw [this]
    exact pow_pos h0 3
  linarith [cosh_add_le_numerovValue hx]
```

The bound $x^2<12$ is a resolution condition: the step must be shorter than $\sqrt{12}\approx3.46$ decay lengths $1/\kappa$. For $x^2>12$ the denominator $1-t$ is negative, so $c<-5$ is equivalent to $1+5t>-5(1-t)$, that is $1>-5$. Since $\cosh x>0$, also $c<\cosh x$. This order by itself says nothing about the rate of decay: both roots of $z^2-2cz+1=0$ are negative here, and a nonzero bounded solution changes sign at every step, unlike the exact tail.

```lean
/-- For `x² > 12` the Numerov value is below `-5` and below `cosh x`. -/
theorem numerovValue_lt_of_large {x : ℝ} (hx : 12 < x ^ 2) :
    numerovValue x < -5 ∧ numerovValue x < cosh x := by
  have hneg : 1 - x ^ 2 / 12 < 0 := by linarith
  have h : numerovValue x < -5 := by
    unfold numerovValue
    rw [div_lt_iff_of_neg hneg]
    linarith
  exact ⟨h, by linarith [cosh_pos x]⟩
```

## The two roots against $e^{\pm x}$

The division by $1-t$ is reversible when $x^2\ne12$, and `isNumerov_iff` states the equivalence of the two forms of the recurrence. At $x^2=12$ Lean's quotient by zero makes `numerovValue` equal $0$, a value with no meaning for the scheme, and the hypothesis excludes it. Each direction is one `linear_combination` with `hc`, the identity $c(1-t)=1+5t$.

```lean
/-- For `f = κ²` and `(κh)² ≠ 12` the Numerov recurrence is
`u (j+2) + u j = 2 c u (j+1)` with `c` the Numerov value at `κh`. -/
theorem isNumerov_iff {κ h : ℝ} (hx : (κ * h) ^ 2 ≠ 12) (u : ℕ → ℝ) :
    IsNumerov h (fun _ => κ ^ 2) u ↔
      ∀ j, u (j + 2) + u j = 2 * numerovValue (κ * h) * u (j + 1) := by
  have hne : 1 - (κ * h) ^ 2 / 12 ≠ 0 := fun H => hx (by linarith)
  have hc : numerovValue (κ * h) * (1 - (κ * h) ^ 2 / 12) = 1 + 5 * ((κ * h) ^ 2 / 12) :=
    div_mul_cancel₀ _ hne
  refine forall_congr' fun j => ?_
  show (1 - h ^ 2 * κ ^ 2 / 12) * u (j + 2) + (1 - h ^ 2 * κ ^ 2 / 12) * u j
    = 2 * (1 + 5 * (h ^ 2 * κ ^ 2 / 12)) * u (j + 1) ↔ _
  constructor
  · intro H
    apply mul_left_cancel₀ hne
    linear_combination H - 2 * u (j + 1) * hc
  · intro H
    linear_combination (1 - (κ * h) ^ 2 / 12) * H + 2 * u (j + 1) * hc
```

For $x^2<12$ we have $c\ge\cosh x\ge1$, so the square root is real, and $\lambda\mu=c^2-(c^2-1)=1$, $\lambda+\mu=2c$.

```lean
/-- For `x² < 12` the decay and growth factors have product one; their sum is twice the
Numerov value. -/
theorem factors_mul_add {x : ℝ} (hx : x ^ 2 < 12) :
    decayFactor x * growthFactor x = 1 ∧
      decayFactor x + growthFactor x = 2 * numerovValue x := by
  have h6 : 0 ≤ x ^ 6 := by positivity
  have hc : 1 ≤ numerovValue x := by linarith [cosh_add_le_numerovValue hx, one_le_cosh x]
  have hs := Real.sq_sqrt (show 0 ≤ numerovValue x ^ 2 - 1 by nlinarith)
  unfold decayFactor growthFactor
  exact ⟨by linear_combination -hs, by ring⟩
```

Take $x>0$. From $c>\cosh x>0$ follows $c^2-1>\cosh^2x-1=\sinh^2x$, so $\sqrt{c^2-1}>\sinh x$, which is `hsinh`. Adding the two inequalities, $\mu>\cosh x+\sinh x=e^x$. Since $\lambda=1/\mu$ (`hinv`), $0<\lambda<e^{-x}$.

```lean
/-- For `0 < x` and `x² < 12` the growth factor exceeds `exp x`, and the decay factor lies
strictly between `0` and `exp (-x)`. -/
theorem factors_vs_exp {x : ℝ} (h0 : 0 < x) (hx : x ^ 2 < 12) :
    exp x < growthFactor x ∧ 0 < decayFactor x ∧ decayFactor x < exp (-x) := by
  have hc := cosh_lt_numerovValue (by positivity) hx
  -- `c > cosh x` gives `√(c² - 1) > sinh x`
  have hsinh : sinh x < √(numerovValue x ^ 2 - 1) :=
    Real.lt_sqrt_of_sq_lt (by nlinarith [cosh_sq x, cosh_pos x])
  have hg : exp x < growthFactor x := by
    unfold growthFactor
    linarith [cosh_add_sinh x]
  have hg0 : 0 < growthFactor x := (exp_pos x).trans hg
  have hinv := eq_inv_of_mul_eq_one_left (factors_mul_add hx).1
  refine ⟨hg, ?_, ?_⟩
  · rw [hinv]
    exact inv_pos.mpr hg0
  · rw [hinv, Real.exp_neg]
    exact (inv_lt_inv₀ hg0 (exp_pos x)).mpr hg
```

## Boundedness selects the decaying root

The sequence $\lambda^j$ solves the recurrence, because
$$\lambda^{j+2}+\lambda^j=\lambda^{j+2}+\lambda^{j}\lambda\mu=\lambda^{j+1}(\lambda+\mu)=2c\,\lambda^{j+1},$$
and $0<\lambda<e^{-x}<1$ gives $|\lambda^j|\le1$. A bounded solution with $u_0=1$ thus exists whenever $\kappa h>0$ and $(\kappa h)^2<12$.

```lean
/-- For `0 < κh` and `(κh)² < 12` the powers of the decay factor solve the Numerov recurrence for
`u'' = κ² u` and are bounded by one. -/
theorem decaying_solution_witness {κ h : ℝ} (h0 : 0 < κ * h) (hx : (κ * h) ^ 2 < 12) :
    IsNumerov h (fun _ => κ ^ 2) (fun j => decayFactor (κ * h) ^ j) ∧
      ∀ j : ℕ, |decayFactor (κ * h) ^ j| ≤ 1 := by
  obtain ⟨hm, hs⟩ := factors_mul_add hx
  obtain ⟨-, hp, hl⟩ := factors_vs_exp h0 hx
  have h1 : exp (-(κ * h)) < 1 := by
    rw [← exp_zero]
    exact exp_lt_exp.mpr (by linarith)
  refine ⟨(isNumerov_iff hx.ne _).mpr fun j => ?_, fun j => ?_⟩
  · linear_combination decayFactor (κ * h) ^ (j + 1) * hs - decayFactor (κ * h) ^ j * hm
  · rw [abs_of_pos (pow_pos hp j)]
    exact pow_le_one₀ hp.le (hl.trans h1).le
```

Conversely, let $u$ be any solution with $|u_j|\le M$ for all $j$ and some real $M$. This hypothesis stands for the physical boundary condition that the wavefunction does not grow into the barrier; decay is not assumed. Define $d_n=u_{n+1}-\lambda u_n$, which vanishes on multiples of $\lambda^n$. Then
$$d_{n+1}=(\lambda+\mu)u_{n+1}-u_n-\lambda u_{n+1}=\mu u_{n+1}-\mu\lambda u_n=\mu\,d_n,$$
so $d_n=\lambda d_{n+1}$ (`hd`) and, by induction, $d_j=\lambda^nd_{j+n}$ (`hn`). Also $|d_n|\le M+\lambda M\le2M$ (`hb`). Hence $|d_j|\le2M\lambda^n$ for every $n$, the right side tends to zero, and `ge_of_tendsto'` gives $d_j=0$, that is $u_{j+1}=\lambda u_j$. The proof writes `L` for $\lambda$.

```lean
/-- For `0 < κh` and `(κh)² < 12` every bounded Numerov solution of `u'' = κ² u` is multiplied by
the decay factor at each step. -/
theorem bounded_step {κ h M : ℝ} (h0 : 0 < κ * h) (hx : (κ * h) ^ 2 < 12) {u : ℕ → ℝ}
    (hu : IsNumerov h (fun _ => κ ^ 2) u) (hM : ∀ j, |u j| ≤ M) (j : ℕ) :
    u (j + 1) = decayFactor (κ * h) * u j := by
  obtain ⟨hm, hs⟩ := factors_mul_add hx
  obtain ⟨-, hp, hl⟩ := factors_vs_exp h0 hx
  have h1 : decayFactor (κ * h) < 1 := by
    refine hl.trans ?_
    rw [← exp_zero]
    exact exp_lt_exp.mpr (by linarith)
  have H := (isNumerov_iff hx.ne u).mp hu
  generalize decayFactor (κ * h) = L at *
  -- `d` isolates the growing component
  obtain ⟨d, hdef⟩ : ∃ d : ℕ → ℝ, ∀ n, d n = u (n + 1) - L * u n := ⟨_, fun _ => rfl⟩
  have hd : ∀ n, d n = L * d (n + 1) := by
    intro n
    rw [hdef, hdef]
    show u (n + 1) - L * u n = L * (u (n + 2) - L * u (n + 1))
    linear_combination (-L) * H n + u (n + 1) * (L * hs - hm)
  have hn : ∀ n, d j = L ^ n * d (j + n) := by
    intro n
    induction n with
    | zero => simp
    | succ n ih =>
      show d j = L ^ (n + 1) * d (j + n + 1)
      linear_combination ih + L ^ n * hd (j + n)
  have hb : ∀ n, |d n| ≤ 2 * M := by
    intro n
    obtain ⟨a1, a2⟩ := abs_le.mp (hM n)
    obtain ⟨b1, b2⟩ := abs_le.mp (hM (n + 1))
    have c1 := mul_nonneg hp.le (sub_nonneg.mpr a1)
    have c2 := mul_nonneg hp.le (sub_nonneg.mpr a2)
    have c3 := mul_nonneg (sub_nonneg.mpr h1.le) (show 0 ≤ M by linarith)
    rw [hdef, abs_le]
    constructor <;> nlinarith
  -- `|d j| ≤ Lⁿ · 2M → 0`
  have hlim : |d j| ≤ 0 * (2 * M) := by
    refine ge_of_tendsto'
      ((tendsto_pow_atTop_nhds_zero_of_lt_one hp.le h1).mul_const (2 * M)) fun n => ?_
    rw [hn n, abs_mul, abs_of_pos (pow_pos hp n)]
    exact mul_le_mul_of_nonneg_left (hb _) (pow_pos hp n).le
  rw [zero_mul, abs_nonpos_iff, hdef] at hlim
  linarith
```

## The decay per step and in total

`numerov_decays_faster` assumes $\kappa>0$, $h>0$, $(\kappa h)^2<12$, a solution `u` of the recurrence with the constant coefficient `fun _ => κ ^ 2`, a bound `M`, and $u_0\ne0$. It concludes three things. First, $u_j=u_0\lambda^j$ for all $j$, by induction on the step relation. Second, $|u_{j+1}|<e^{-\kappa h}|u_j|$: here $|u_{j+1}|=\lambda|u_j|$, and $u_j\ne0$ keeps the inequality strict. Third, $|u_j|<|u_0|e^{-j\kappa h}$ for $j\ne0$, from $\lambda^j<(e^{-\kappa h})^j$; the exponent appears as `j * -(κ * h)`. At $j=0$ the two sides are equal, and for $u_0=0$ the solution is identically zero, which accounts for both exclusions.

The exact solution enters only through the number $e^{-\kappa h}$; the differential equation itself is not formalised. A coefficient $f_j$ that varies along the grid, as near a turning point or with a centrifugal term, is not treated, and neither is rounding error.

```lean
/-- For `0 < κ`, `0 < h` and `(κh)² < 12` a bounded Numerov solution of `u'' = κ² u` with `u 0 ≠ 0`
is `u 0 · λ^j` with `λ` the decay factor, satisfies `|u (j+1)| < exp (-κh) |u j|`, and has `|u j|`
strictly below `|u 0| exp (-jκh)` for `j ≥ 1`. -/
theorem numerov_decays_faster {κ h M : ℝ} (hκ : 0 < κ) (hh : 0 < h)
    (hx : (κ * h) ^ 2 < 12) {u : ℕ → ℝ} (hu : IsNumerov h (fun _ => κ ^ 2) u)
    (hM : ∀ j, |u j| ≤ M) (hu0 : u 0 ≠ 0) :
    (∀ j, u j = u 0 * decayFactor (κ * h) ^ j) ∧
      (∀ j, |u (j + 1)| < exp (-(κ * h)) * |u j|) ∧
      ∀ j : ℕ, j ≠ 0 → |u j| < |u 0| * exp (j * -(κ * h)) := by
  have h0 := mul_pos hκ hh
  have hstep := bounded_step h0 hx hu hM
  obtain ⟨-, hp, hl⟩ := factors_vs_exp h0 hx
  have hform : ∀ j, u j = u 0 * decayFactor (κ * h) ^ j := by
    intro j
    induction j with
    | zero => simp
    | succ n ih => linear_combination hstep n + decayFactor (κ * h) * ih
  refine ⟨hform, fun j => ?_, fun j hj => ?_⟩
  · have hj : u j ≠ 0 := by
      rw [hform j]
      exact mul_ne_zero hu0 (pow_pos hp j).ne'
    rw [hstep j, abs_mul, abs_of_pos hp]
    exact mul_lt_mul_of_pos_right hl (abs_pos.mpr hj)
  · rw [hform j, abs_mul, abs_of_pos (pow_pos hp j), Real.exp_nat_mul]
    exact mul_lt_mul_of_pos_left (pow_lt_pow_left₀ hl hp.le hj) (abs_pos.mpr hu0)

end

end NumerovForbiddenRegion
```

```lean
#print axioms NumerovForbiddenRegion.numerovValue_lt_of_large
#print axioms NumerovForbiddenRegion.numerov_decays_faster
```

```
'NumerovForbiddenRegion.numerovValue_lt_of_large' depends on axioms: [propext, Classical.choice, Quot.sound]
'NumerovForbiddenRegion.numerov_decays_faster' depends on axioms: [propext, Classical.choice, Quot.sound]
```

## Small steps, and a finite grid

At $x=0$ the bound of `cosh_add_le_numerovValue` is the equality $1=1$. The estimates and formulas from here on are pencil work that the theorems do not state. For small $x$, writing $\lambda=e^{-y}$ gives $\cosh y=c\approx\cosh x+x^6/480$, so $y\approx x+x^5/480$ and the effective decay constant is about $\kappa\,[1+(\kappa h)^4/480]$. At $x=1$, $c=17/11$ and $\lambda=(17-\sqrt{168})/11\approx0.3671$, against $e^{-1}\approx0.3679$. As $x\to\sqrt{12}$ from below, $c$ diverges and $\lambda\to0$.

A calculation in a box would replace boundedness by a wall condition $u_N=0$ at a last grid point $N$. The solution is then proportional to $\lambda^j-\lambda^{2N-j}$, a mixture of both roots. The ratio $u_{j+1}/u_j$ depends on $j$, the pure power law is lost, and the natural exact reference becomes $\sinh(\kappa h(N-j))$ in place of $e^{-j\kappa h}$.
